# Full, half and quarter revivals of a rigid-rotor alignment signal

A short laser pulse can leave a gas of linear molecules in a superposition of rotational levels. After the pulse the molecules rotate freely, and their alignment along the laser polarisation fades and returns. When does the signal return, and what does it look like at simple fractions of that time?

Take a rigid rotor with ħ = 1 and rotational constant B > 0, which is 1/(2I) for moment of inertia I. Its levels are E_J = B J(J+1). The alignment observable cos²θ, with θ the angle between molecular axis and polarisation, connects level J with J and J ± 2. The time-dependent part of its expectation value is therefore a sum of real parts of coherences between J and J+2. Their frequencies are

E_{J+2} − E_J = B[(J+2)(J+3) − J(J+1)] = (4J+6)B.

With complex weights c_J for J = 0, …, N, define

z_J(t) = c_J exp(i(4J+6)Bt),  S(t) = Σ_J Re z_J(t).

The claim is that, for all t,

S(t + π/B) = S(t),
S(t + π/(2B)) = −S(t),
S(t + π/(4B)) = Σ_J (−1)^J Im z_J(t).

## The phase gained in a quarter period

During a delay π/(4B), coherence J gains the phase

(4J+6)π/4 = Jπ + 3π/2,

so that

z_J(t + π/(4B)) = (−1)^J (−i) z_J(t).

Since −i(x + iy) = y − ix, the real part of −i z is Im z. Summing over J gives the third equation: even J contribute +Im z_J and odd J contribute −Im z_J.

Two quarter delays multiply z_J by

[(−1)^J (−i)]² = −1,

which is the half revival. Two half delays restore every z_J, and hence S.

Can the initial value return earlier? Let the weights be real, c_J = p_J ≥ 0, with p_0 and p_1 positive and N ≥ 1. Then

S(τ) = Σ_J p_J cos((4J+6)Bτ) ≤ Σ_J p_J = S(0).

Equality forces each cosine with a positive weight to be 1. From J = 0 and J = 1 there are integers m and n with

6Bτ = 2πm,  10Bτ = 2πn.

Twice the first equation minus the second gives 2Bτ = 2π(2m − n), so τ = (2m − n)π/B. Conversely, at τ = kπ/B with k an integer, the phase of coherence J is 2π(2J+3)k, and every cosine is 1.

## Levels, coherences and signal in Lean

```lean
import Mathlib

open scoped Real ComplexConjugate

namespace RotorAlignmentRevivals

noncomputable section
```

The level energy takes a real B and a natural number J.

```lean
/-- Energy `B J (J + 1)` of the rigid-rotor level `J`, in units with `ħ = 1`. -/
def rotorEnergy (B : ℝ) (J : ℕ) : ℝ := B * J * (J + 1)
```

Each amplitude evolves with the phase factor exp(−iE_J t). The initial amplitudes `a` need not be normalised.

```lean
/-- Amplitude of level `J` at time `t` in a freely evolving rotor wave packet with initial
amplitudes `a`. -/
def amplitude (B : ℝ) (a : ℕ → ℂ) (J : ℕ) (t : ℝ) : ℂ :=
  a J * Complex.exp (-(((rotorEnergy B J * t : ℝ) : ℂ) * Complex.I))
```

The next definition is z_J(t), with arbitrary complex weights `c`. These can absorb the matrix elements of cos²θ and any averaging over initial states, neither of which is computed here.

```lean
/-- The coherence `c_J exp(i (4J + 6) B t)`. -/
def coherence (B : ℝ) (c : ℕ → ℂ) (J : ℕ) (t : ℝ) : ℂ :=
  c J * Complex.exp ((((4 * (J : ℝ) + 6) * B * t : ℝ) : ℂ) * Complex.I)
```

`signal` is S(t). `Finset.range (N + 1)` runs over J = 0, …, N, so N is the index of the last coherence, which involves level N+2. The constant diagonal part of the alignment is left out, so the sign change at the half revival concerns the oscillation about that constant.

```lean
/-- The alignment signal: the sum of the real parts of the coherences `J = 0, ..., N`. -/
def signal (B : ℝ) (N : ℕ) (c : ℕ → ℂ) (t : ℝ) : ℝ :=
  ∑ J ∈ Finset.range (N + 1), (coherence B c J t).re
```

The corresponding sum of imaginary parts is called the quadrature.

```lean
/-- The quadrature signal: the sum of the imaginary parts of the coherences `J = 0, ..., N`. -/
def quadrature (B : ℝ) (N : ℕ) (c : ℕ → ℂ) (t : ℝ) : ℝ :=
  ∑ J ∈ Finset.range (N + 1), (coherence B c J t).im
```

The following theorem links the frequencies to the rotor spectrum: the product conj(a_{J+2}(t)) a_J(t) is a coherence with weight conj(a_{J+2}) a_J. In the proof, `hconj` reverses the phase of the conjugated amplitude, and `key` adds the exponents to obtain the level spacing.

```lean
/-- In a freely evolving rotor wave packet the product of the amplitudes of levels `J + 2`
(conjugated) and `J` is a coherence of frequency `(4J + 6) B`. -/
theorem wavepacket_coherence (B : ℝ) (a : ℕ → ℂ) (J : ℕ) (t : ℝ) :
    conj (amplitude B a (J + 2) t) * amplitude B a J t
      = coherence B (fun K => conj (a (K + 2)) * a K) J t := by
  have hconj (x : ℝ) : conj (Complex.exp (-((x : ℂ) * Complex.I)))
      = Complex.exp ((x : ℂ) * Complex.I) := by
    rw [← Complex.exp_conj]
    simp
  -- the phases combine to the level spacing E_{J+2} - E_J
  have key : Complex.exp (((rotorEnergy B (J + 2) * t : ℝ) : ℂ) * Complex.I)
      * Complex.exp (-(((rotorEnergy B J * t : ℝ) : ℂ) * Complex.I))
      = Complex.exp ((((4 * (J : ℝ) + 6) * B * t : ℝ) : ℂ) * Complex.I) := by
    rw [← Complex.exp_add]
    congr 1
    unfold rotorEnergy
    push_cast
    ring
  unfold amplitude coherence
  rw [map_mul, hconj]
  linear_combination conj (a (J + 2)) * a J * key
```

## Delays acting on one coherence

The quarter-delay lemma assumes B τ = π/4, which avoids dividing by B and makes no use of its sign. Its step `hphase` splits the extra phase into Jπ + π + π/2. The exponential then factors into (−1)^J, −1 and i.

```lean
/-- A delay `τ` with `B τ = π / 4` multiplies the coherence `J` by `(-1)^J (-i)`. -/
theorem coherence_quarter {B τ : ℝ} (hτ : B * τ = π / 4) (c : ℕ → ℂ) (J : ℕ) (t : ℝ) :
    coherence B c J (t + τ) = (-1) ^ J * (-Complex.I) * coherence B c J t := by
  have hc : (B : ℂ) * (τ : ℂ) = (π : ℂ) / 4 := by exact_mod_cast hτ
  have hhalf : Complex.exp ((π : ℂ) / 2 * Complex.I) = Complex.I := by
    rw [Complex.exp_mul_I]
    simp
  -- the extra phase is J π + 3 π / 2
  have hphase : (((4 * (J : ℝ) + 6) * B * (t + τ) : ℝ) : ℂ) * Complex.I
      = (((4 * (J : ℝ) + 6) * B * t : ℝ) : ℂ) * Complex.I
        + ((J : ℂ) * ((π : ℂ) * Complex.I)
          + ((π : ℂ) * Complex.I + (π : ℂ) / 2 * Complex.I)) := by
    push_cast
    linear_combination Complex.I * (4 * (J : ℂ) + 6) * hc
  unfold coherence
  rw [hphase, Complex.exp_add, Complex.exp_add, Complex.exp_add, Complex.exp_nat_mul,
    Complex.exp_pi_mul_I, hhalf]
  ring
```

For the half delay, the proof applies the previous lemma twice with τ/2. The two signs (−1)^J cancel by `hs`, and i² = −1 remains.

```lean
/-- A delay `τ` with `B τ = π / 2` reverses the sign of every coherence. -/
theorem coherence_half {B τ : ℝ} (hτ : B * τ = π / 2) (c : ℕ → ℂ) (J : ℕ) (t : ℝ) :
    coherence B c J (t + τ) = -coherence B c J t := by
  have hq : B * (τ / 2) = π / 4 := by linarith
  have hs : (-1 : ℂ) ^ J * (-1) ^ J = 1 := by
    rw [← mul_pow]
    norm_num
  -- two successive quarter delays
  rw [show t + τ = (t + τ / 2) + τ / 2 by ring, coherence_quarter hq, coherence_quarter hq]
  linear_combination coherence B c J t * Complex.I ^ 2 * hs
    + coherence B c J t * Complex.I_sq
```

## Revivals of the summed signal

The main theorem states the three equations together, for every N, every choice of weights and every t. The local statement `half` sums the sign reversal over J; using it twice gives the full revival. For the quarter revival, the proof treats even and odd J separately and takes real parts.

```lean
/-- Rotor revivals: the alignment signal repeats after `π / B`, changes sign after `π / (2B)`, and
after `π / (4B)` equals the sum of the imaginary parts that the coherences had before this delay,
with signs `(-1)^J`. -/
theorem alignment_revivals {B : ℝ} (hB : 0 < B) (N : ℕ) (c : ℕ → ℂ) (t : ℝ) :
    signal B N c (t + π / B) = signal B N c t ∧
    signal B N c (t + π / (2 * B)) = -signal B N c t ∧
    signal B N c (t + π / (4 * B))
      = ∑ J ∈ Finset.range (N + 1), (-1) ^ J * (coherence B c J t).im := by
  have hB' : B ≠ 0 := hB.ne'
  have h2 : B * (π / (2 * B)) = π / 2 := by field_simp
  have h4 : B * (π / (4 * B)) = π / 4 := by field_simp
  have half (s : ℝ) : signal B N c (s + π / (2 * B)) = -signal B N c s := by
    unfold signal
    rw [← Finset.sum_neg_distrib]
    refine Finset.sum_congr rfl fun J _ => ?_
    rw [coherence_half h2, Complex.neg_re]
  refine ⟨?_, half t, ?_⟩
  · -- two half revivals make a full one
    have hsplit : t + π / B = (t + π / (2 * B)) + π / (2 * B) := by
      field_simp
      ring
    rw [hsplit, half, half, neg_neg]
  · unfold signal
    refine Finset.sum_congr rfl fun J _ => ?_
    rw [coherence_quarter h4]
    rcases Nat.even_or_odd J with h | h <;> simp [h.neg_one_pow]
```

Splitting the alternating sum by parity gives the even-J quadrature minus the odd-J quadrature.

```lean
/-- The signal at time `t + π / (4B)` is the quadrature at time `t` of the even-`J` coherences minus
that of the odd-`J` coherences. -/
theorem quarter_revival_even_sub_odd {B : ℝ} (hB : 0 < B) (N : ℕ) (c : ℕ → ℂ) (t : ℝ) :
    signal B N c (t + π / (4 * B))
      = ∑ J ∈ Finset.range (N + 1) with Even J, (coherence B c J t).im
        - ∑ J ∈ Finset.range (N + 1) with Odd J, (coherence B c J t).im := by
  rw [(alignment_revivals hB N c t).2.2, Finset.sum_filter, Finset.sum_filter,
    ← Finset.sum_sub_distrib]
  refine Finset.sum_congr rfl fun J _ => ?_
  rcases Nat.even_or_odd J with h | h
  · simp [h, h.neg_one_pow, Nat.not_odd_iff_even.mpr h]
  · simp [h, h.neg_one_pow, Nat.not_even_iff_odd.mpr h]
```

If only one parity is present, one of these two sums vanishes, and the signal after the quarter delay is the full quadrature up to sign.

```lean
/-- If only even-`J` coherences are present, the signal at time `t + π / (4B)` equals the quadrature
signal at time `t`; if only odd-`J` coherences are present, it equals the negative of that
quadrature signal. -/
theorem quarter_revival_single_parity {B : ℝ} (hB : 0 < B) (N : ℕ) (c : ℕ → ℂ) (t : ℝ) :
    ((∀ J, Odd J → c J = 0) → signal B N c (t + π / (4 * B)) = quadrature B N c t) ∧
    ((∀ J, Even J → c J = 0) → signal B N c (t + π / (4 * B)) = -quadrature B N c t) := by
  rw [(alignment_revivals hB N c t).2.2]
  unfold quadrature
  constructor
  · intro hc
    refine Finset.sum_congr rfl fun J _ => ?_
    rcases Nat.even_or_odd J with h | h
    · simp [h.neg_one_pow]
    · simp [coherence, hc J h]
  · intro hc
    rw [← Finset.sum_neg_distrib]
    refine Finset.sum_congr rfl fun J _ => ?_
    rcases Nat.even_or_odd J with h | h
    · simp [coherence, hc J h]
    · simp [h.neg_one_pow]
```

For a rigid rotor with finitely many coherences, the quarter revival is thus sensitive to the balance between even and odd levels, which nuclear spin statistics affects in linear molecules where a half-turn exchanges identical nuclei. Centrifugal distortion, which shifts the levels away from B J(J+1), and decoherence are absent from the model.

## The exact return times

The last theorem concerns real nonnegative weights, for which all coherences are in phase at t = 0. The state just after a short pulse need not be of this kind: a weak, sudden pulse that couples to the molecule through cos²θ and acts on the level J = 0 gives, to first order in its strength, a purely imaginary c_0. The three revival equations still hold in that case, but this theorem does not apply with t = 0 at the pulse. `hsig` rewrites the signal as a sum of cosines, and `hzero` evaluates it at time zero. `Finset.sum_eq_sum_iff_of_le` turns equality of the sums into equality term by term. Cancelling the positive weights p_0 and p_1 leaves two cosines equal to 1, and the integer supplied is 2m − n, as in the derivation above. The converse evaluates every cosine at kπ/B.

```lean
/-- For nonnegative weights with `J = 0` and `J = 1` both present, the signal regains its initial
value exactly at the integer multiples of `π / B`. -/
theorem full_revival_iff {B : ℝ} (hB : 0 < B) {N : ℕ} (hN : 1 ≤ N) (p : ℕ → ℝ)
    (hp : ∀ J, 0 ≤ p J) (h0 : 0 < p 0) (h1 : 0 < p 1) (τ : ℝ) :
    signal B N (fun J => (p J : ℂ)) τ = signal B N (fun J => (p J : ℂ)) 0
      ↔ ∃ k : ℤ, τ = k * (π / B) := by
  have hsig (s : ℝ) : signal B N (fun J => (p J : ℂ)) s
      = ∑ J ∈ Finset.range (N + 1), p J * Real.cos ((4 * (J : ℝ) + 6) * B * s) := by
    simp only [signal, coherence, Complex.re_ofReal_mul, Complex.exp_ofReal_mul_I_re]
  have hzero : signal B N (fun J => (p J : ℂ)) 0 = ∑ J ∈ Finset.range (N + 1), p J := by
    rw [hsig]
    simp only [mul_zero, Real.cos_zero, mul_one]
  rw [hzero, hsig]
  constructor
  · intro h
    -- every cosine with positive weight must be at its maximum
    have hall := (Finset.sum_eq_sum_iff_of_le (fun J _ =>
      mul_le_of_le_one_right (hp J) (Real.cos_le_one _))).mp h
    have c0 := mul_left_cancel₀ h0.ne'
      ((hall 0 (Finset.mem_range.mpr (by omega))).trans (mul_one (p 0)).symm)
    have c1 := mul_left_cancel₀ h1.ne'
      ((hall 1 (Finset.mem_range.mpr (by omega))).trans (mul_one (p 1)).symm)
    obtain ⟨m, hm⟩ := (Real.cos_eq_one_iff _).mp c0
    obtain ⟨n, hn⟩ := (Real.cos_eq_one_iff _).mp c1
    push_cast at hm hn
    refine ⟨2 * m - n, ?_⟩
    rw [← mul_div_assoc, eq_div_iff hB.ne']
    push_cast
    linear_combination (-1 : ℝ) * hm + (1 / 2 : ℝ) * hn
  · rintro ⟨k, rfl⟩
    refine Finset.sum_congr rfl fun J _ => ?_
    have hcos : Real.cos ((4 * (J : ℝ) + 6) * B * (k * (π / B))) = 1 := by
      refine (Real.cos_eq_one_iff _).mpr ⟨(2 * (J : ℤ) + 3) * k, ?_⟩
      have hBπ : B * (π / B) = π := mul_div_cancel₀ π hB.ne'
      push_cast
      linear_combination (-(4 * (J : ℝ) + 6) * k) * hBπ
    rw [hcos, mul_one]

end

end RotorAlignmentRevivals
```

The condition p_1 > 0 matters. Take N = 1, any p_0 > 0 and p_1 = 0. The signal is

S(τ) = p_0 cos(6Bτ),

which regains its initial value already at τ = π/(3B), not an integer multiple of π/B. A second coherence rules out this early return, and it need not be J = 1. If only even J are present, with N ≥ 2 and p_0 and p_2 positive, the conditions 6Bτ = 2πm and 14Bτ = 2πn give τ = (n − 2m)π/B, again a multiple of π/B. The Lean theorem does not cover this case.

```lean
#print axioms RotorAlignmentRevivals.alignment_revivals
#print axioms RotorAlignmentRevivals.quarter_revival_even_sub_odd
#print axioms RotorAlignmentRevivals.quarter_revival_single_parity
#print axioms RotorAlignmentRevivals.full_revival_iff
```

```
'RotorAlignmentRevivals.alignment_revivals' depends on axioms: [propext, Classical.choice, Quot.sound]
'RotorAlignmentRevivals.quarter_revival_even_sub_odd' depends on axioms: [propext, Classical.choice, Quot.sound]
'RotorAlignmentRevivals.quarter_revival_single_parity' depends on axioms: [propext, Classical.choice, Quot.sound]
'RotorAlignmentRevivals.full_revival_iff' depends on axioms: [propext, Classical.choice, Quot.sound]
```
